# Two normalised basis functions with overlap s: a normalised real orbital's Loewdin population deviates from one half by √(1−s²) times the Mulliken deviation

Take two real, normalised basis functions with overlap s, where |s| < 1, and let the orbital be the first basis function itself, with coefficients (1, 0). Mulliken analysis assigns the whole population to that function: 1 on the first, 0 on the second. Loewdin analysis first passes to the symmetrically orthogonalised basis, where the coefficient on the first function is (√(1+s) + √(1−s))/2. Its square is

(1 + s + 1 − s + 2√(1−s²))/4 = 1/2 + √(1−s²)/2.

The Mulliken population lies 1/2 above equal sharing, and the Loewdin population lies √(1−s²)/2 above it. The same factor relates the two for every normalised real orbital in this basis.

## Sums and differences of the populations

Number the functions 0 and 1. The overlap matrix is S = [[1, s], [s, 1]], with eigenvalues 1+s and 1−s. The condition |s| < 1 says that the two functions are linearly independent, so both eigenvalues are positive. Write u = √(1+s) and v = √(1−s), so that uv = √(1−s²), and set

R = ½ [[u+v, u−v], [u−v, u+v]].

The diagonal elements of R² are (u² + v²)/2 = 1 and the off-diagonal elements are (u² − v²)/2 = s, so R² = S. For a real vector x,

xᵀRx = u(x₀ + x₁)²/2 + v(x₀ − x₁)²/2,

which is positive unless x = 0. Thus R is the symmetric positive square root S^(1/2).

Let c = (c₀, c₁) be a real orbital with cᵀSc = c₀² + c₁² + 2s c₀c₁ = 1. Its Mulliken populations mᵢ = cᵢ(Sc)ᵢ are

m₀ = c₀² + s c₀c₁,
m₁ = c₁² + s c₀c₁.

They have sum 1 and difference c₀² − c₁², hence

m₀ − 1/2 = (c₀² − c₁²)/2.

For the Loewdin populations lᵢ = ((Rc)ᵢ)², put a = c₀ + c₁ and b = c₀ − c₁. Then (Rc)₀ = (ua + vb)/2 and (Rc)₁ = (ua − vb)/2, which gives

l₀ + l₁ = (u²a² + v²b²)/2 = c₀² + c₁² + 2s c₀c₁ = 1,
l₀ − l₁ = uv ab = √(1−s²)(c₀² − c₁²).

Therefore l₀ − 1/2 = √(1−s²)(m₀ − 1/2). On function 1 both deviations change sign, and the relation is the same.

## From one orbital to a density matrix

Let P be a real symmetric density matrix, and let N = tr(PS) be its electron number. The Mulliken populations are the diagonal elements of PS, and the Loewdin populations are those of RPR. The first pair is P₀₀ + sP₀₁ and P₁₁ + sP₀₁, with sum N and difference P₀₀ − P₁₁. For the second pair,

(RPR)₀₀ = [(u+v)²P₀₀ + 2(u²−v²)P₀₁ + (u−v)²P₁₁]/4,

and (RPR)₁₁ follows by exchanging P₀₀ and P₁₁. The sum is P₀₀ + P₁₁ + 2sP₀₁ = N, and the difference is uv(P₀₀ − P₁₁). Deviations from N/2 are thus again related by √(1−s²). A single orbital is the case P = ccᵀ, N = 1.

## How far a Mulliken population can stray

The Loewdin populations of a normalised orbital are squares with sum 1, so each lies between 0 and 1 and deviates from 1/2 by at most 1/2. Dividing by the positive factor √(1−s²) gives

|mᵢ − 1/2| ≤ 1/(2√(1−s²)).

The first orthogonalised function attains this bound. Its coefficients form the first column of R⁻¹,

f = ((1/u + 1/v)/2, (1/u − 1/v)/2).

Since Rf = (1, 0), it has l₀ = 1 and therefore m₀ = 1/2 + 1/(2√(1−s²)). For s ≠ 0 this exceeds 1, and the population on the other function is negative. For any nonzero overlap, a normalised orbital can therefore have Mulliken populations outside [0, 1], while its Loewdin populations stay inside.

## The two-function model in Lean

The development uses real matrices indexed by `Fin 2`, whose elements 0 and 1 label the basis functions.

```lean
import Mathlib

open Matrix

namespace MullikenLoewdinTwoFunctions

noncomputable section
```

The overlap enters as a real parameter `s`; no integrals or spatial functions appear. Every lemma and theorem below assumes |s| < 1, as the hypothesis `hs`, also where its docstring does not repeat it. The diagonal entries fix the normalisation of the basis.

```lean
/-- Overlap matrix of two normalised basis functions with mutual overlap `s`. -/
def overlap (s : ℝ) : Matrix (Fin 2) (Fin 2) ℝ := !![1, s; s, 1]
```

The matrix R is written out explicitly. That it deserves the name S^(1/2) is established by two theorems further on.

```lean
/-- The matrix `S^(1/2)` of symmetric orthogonalisation, written out for two functions. -/
def sqrtOverlap (s : ℝ) : Matrix (Fin 2) (Fin 2) ℝ :=
  !![(√(1 + s) + √(1 - s)) / 2, (√(1 + s) - √(1 - s)) / 2;
     (√(1 + s) - √(1 - s)) / 2, (√(1 + s) + √(1 - s)) / 2]
```

In the population definitions, `*ᵥ` is the product of a matrix with a vector. Both refer to one electron in the orbital `c`; double occupation would multiply them by two. Normalisation is not built in and enters the theorems as a hypothesis.

```lean
/-- Mulliken population of basis function `i` in the orbital `c`. -/
def mulliken (s : ℝ) (c : Fin 2 → ℝ) (i : Fin 2) : ℝ := c i * (overlap s *ᵥ c) i

/-- Loewdin population of basis function `i` in the orbital `c`: the squared coefficient
in the symmetrically orthogonalised basis. -/
def loewdin (s : ℝ) (c : Fin 2 → ℝ) (i : Fin 2) : ℝ := ((sqrtOverlap s *ᵥ c) i) ^ 2
```

The vector f is also given by its explicit coefficients.

```lean
/-- The first symmetrically orthogonalised function, expanded in the original basis. -/
def orthogonalisedFunction (s : ℝ) : Fin 2 → ℝ :=
  ![((√(1 + s))⁻¹ + (√(1 - s))⁻¹) / 2, ((√(1 + s))⁻¹ - (√(1 - s))⁻¹) / 2]
```

## The square root of the overlap matrix

The first lemma is uv = √(1−s²). Multiplicativity of the square root needs a nonnegative factor, which |s| < 1 supplies.

```lean
/-- For `|s| < 1` the root of `1 - s²` is the product of the roots of `1 + s` and `1 - s`. -/
lemma sqrt_one_sub_sq {s : ℝ} (hs : |s| < 1) :
    √(1 - s ^ 2) = √(1 + s) * √(1 - s) := by
  have h : 0 ≤ 1 + s := by linarith [(abs_lt.1 hs).1]
  rw [← Real.sqrt_mul h]
  congr 1
  ring
```

The next theorem is R² = S, checked entry by entry. The facts `hu` and `hv` are u² = 1+s and v² = 1−s; half their sum settles the diagonal entries and half their difference the off-diagonal ones.

```lean
/-- The matrix `sqrtOverlap s` squares to the overlap matrix. -/
theorem sqrtOverlap_mul_self {s : ℝ} (hs : |s| < 1) :
    sqrtOverlap s * sqrtOverlap s = overlap s := by
  have hu := Real.sq_sqrt (show 0 ≤ 1 + s by linarith [(abs_lt.1 hs).1])
  have hv := Real.sq_sqrt (show 0 ≤ 1 - s by linarith [(abs_lt.1 hs).2])
  ext i j
  fin_cases i <;> fin_cases j <;>
    simp [sqrtOverlap, overlap, Matrix.mul_apply, Fin.sum_univ_two] <;>
    first
      | linear_combination (hu + hv) / 2
      | linear_combination (hu - hv) / 2
```

Symmetry and positivity follow. The equation `key` is the quadratic form in the in-phase and out-of-phase combinations x₀ + x₁ and x₀ − x₁. If the first combination vanishes, the second cannot, since x would then be zero; in either case one term is strictly positive.

```lean
/-- The matrix `sqrtOverlap s` is symmetric and positive definite. -/
theorem sqrtOverlap_symm_pos {s : ℝ} (hs : |s| < 1) :
    (sqrtOverlap s)ᵀ = sqrtOverlap s ∧
      ∀ x : Fin 2 → ℝ, x ≠ 0 → 0 < x ⬝ᵥ sqrtOverlap s *ᵥ x := by
  have hu : 0 < √(1 + s) := Real.sqrt_pos.2 (by linarith [(abs_lt.1 hs).1])
  have hv : 0 < √(1 - s) := Real.sqrt_pos.2 (by linarith [(abs_lt.1 hs).2])
  constructor
  · ext i j
    fin_cases i <;> fin_cases j <;> simp [sqrtOverlap]
  · intro x hx
    -- in-phase and out-of-phase combinations diagonalise the quadratic form
    have key : x ⬝ᵥ sqrtOverlap s *ᵥ x =
        √(1 + s) * (x 0 + x 1) ^ 2 / 2 + √(1 - s) * (x 0 - x 1) ^ 2 / 2 := by
      simp only [sqrtOverlap, Matrix.mulVec, dotProduct, Fin.sum_univ_two, Matrix.of_apply,
        Matrix.cons_val', Matrix.cons_val_zero, Matrix.cons_val_one, Matrix.cons_val_fin_one]
      ring
    rw [key]
    by_cases h : x 0 + x 1 = 0
    · have h' : x 0 - x 1 ≠ 0 := by
        intro h'
        apply hx
        funext i
        revert i
        exact Fin.forall_fin_two.2
          ⟨show x 0 = 0 by linarith, show x 1 = 0 by linarith⟩
      positivity
    · positivity
```

## The relation between the populations

For any real `c`, normalised or not, the Loewdin populations add up to cᵀSc, written with the dot product `⬝ᵥ`. After expansion, `linear_combination` replaces u² and v² by their values, as in the sum l₀ + l₁ above.

```lean
/-- The two Loewdin populations add up to the squared norm `cᵀ S c` of the orbital. -/
theorem loewdin_sum {s : ℝ} (hs : |s| < 1) (c : Fin 2 → ℝ) :
    loewdin s c 0 + loewdin s c 1 = c ⬝ᵥ overlap s *ᵥ c := by
  have hu := Real.sq_sqrt (show 0 ≤ 1 + s by linarith [(abs_lt.1 hs).1])
  have hv := Real.sq_sqrt (show 0 ≤ 1 - s by linarith [(abs_lt.1 hs).2])
  simp [loewdin, sqrtOverlap, overlap, Matrix.mulVec, dotProduct, Fin.sum_univ_two]
  linear_combination hu * ((c 0 ^ 2 + c 1 ^ 2) / 2 + c 0 * c 1) +
    hv * ((c 0 ^ 2 + c 1 ^ 2) / 2 - c 0 * c 1)
```

The main theorem takes normalisation as the hypothesis `hc` and holds for either index `i`. The calculation by hand used sums and differences; the proof treats each function directly. The multiples of `hu` and `hv` eliminate the squared roots, and the multiple of `hc` accounts for the two occurrences of 1/2, one of them carrying the factor uv.

```lean
/-- For a normalised real orbital, the deviation of the Loewdin population from one half is
`√(1 - s²)` times the deviation of the Mulliken population, on either basis function. -/
theorem loewdin_sub_half {s : ℝ} (hs : |s| < 1) (c : Fin 2 → ℝ)
    (hc : c ⬝ᵥ overlap s *ᵥ c = 1) (i : Fin 2) :
    loewdin s c i - 1 / 2 = √(1 - s ^ 2) * (mulliken s c i - 1 / 2) := by
  have hu := Real.sq_sqrt (show 0 ≤ 1 + s by linarith [(abs_lt.1 hs).1])
  have hv := Real.sq_sqrt (show 0 ≤ 1 - s by linarith [(abs_lt.1 hs).2])
  rw [sqrt_one_sub_sq hs]
  simp [overlap, Matrix.mulVec, dotProduct, Fin.sum_univ_two] at hc
  -- expand in the square roots of the overlap eigenvalues 1 + s and 1 - s
  revert i
  refine Fin.forall_fin_two.2 ⟨?_, ?_⟩ <;>
    simp [loewdin, mulliken, sqrtOverlap, overlap, Matrix.mulVec, dotProduct,
      Fin.sum_univ_two] <;>
    linear_combination hu * ((c 0 ^ 2 + c 1 ^ 2) / 4 + c 0 * c 1 / 2) +
      hv * ((c 0 ^ 2 + c 1 ^ 2) / 4 - c 0 * c 1 / 2) +
      hc * (1 / 2 - √(1 + s) * √(1 - s) / 2)
```

The density-matrix version assumes only that `P` is real and symmetric. It places no restriction on occupation numbers, so physically admissible real density matrices are a special case. Symmetry is used through `hp`, which identifies the two off-diagonal elements. No normalisation hypothesis is needed, because the trace itself appears in the statement.

```lean
/-- The same relation for a symmetric density matrix `P`: deviations are now measured from
half the electron number `tr (P S)`. -/
theorem density_loewdin_sub_half {s : ℝ} (hs : |s| < 1) (P : Matrix (Fin 2) (Fin 2) ℝ)
    (hP : Pᵀ = P) (i : Fin 2) :
    (sqrtOverlap s * P * sqrtOverlap s) i i - (P * overlap s).trace / 2 =
      √(1 - s ^ 2) * ((P * overlap s) i i - (P * overlap s).trace / 2) := by
  have hu := Real.sq_sqrt (show 0 ≤ 1 + s by linarith [(abs_lt.1 hs).1])
  have hv := Real.sq_sqrt (show 0 ≤ 1 - s by linarith [(abs_lt.1 hs).2])
  have hp : P 1 0 = P 0 1 := congrFun (congrFun hP 0) 1
  rw [sqrt_one_sub_sq hs]
  revert i
  refine Fin.forall_fin_two.2 ⟨?_, ?_⟩ <;>
    simp [sqrtOverlap, overlap, Matrix.mul_apply, Matrix.trace_fin_two,
      Matrix.vecMul, dotProduct, Fin.sum_univ_two, hp] <;>
    linear_combination hu * ((P 0 0 + P 1 1) / 4 + P 0 1 / 2) +
      hv * ((P 0 0 + P 1 1) / 4 - P 0 1 / 2)
```

## The range and an orbital at its edge

The bound follows the argument by hand. The facts `h0`, `h1` and `hsum` confine the Loewdin populations to [0, 1], which gives `hL`; the main theorem then rewrites `hL` in terms of the Mulliken population, and the positive factor `hw` is moved to the other side.

```lean
/-- The Mulliken population of a normalised orbital differs from one half by at most
`1 / (2 √(1 - s²))`. -/
theorem mulliken_range {s : ℝ} (hs : |s| < 1) (c : Fin 2 → ℝ)
    (hc : c ⬝ᵥ overlap s *ᵥ c = 1) (i : Fin 2) :
    |mulliken s c i - 1 / 2| ≤ 1 / (2 * √(1 - s ^ 2)) := by
  have hw : 0 < √(1 - s ^ 2) :=
    Real.sqrt_pos.2 (by nlinarith [(abs_lt.1 hs).1, (abs_lt.1 hs).2])
  have hsum := (loewdin_sum hs c).trans hc
  have h0 : 0 ≤ loewdin s c 0 := sq_nonneg _
  have h1 : 0 ≤ loewdin s c 1 := sq_nonneg _
  -- Loewdin populations lie between 0 and 1
  have hL : |loewdin s c i - 1 / 2| ≤ 1 / 2 := by
    revert i
    refine Fin.forall_fin_two.2 ⟨?_, ?_⟩ <;> rw [abs_le] <;> constructor <;> linarith
  rw [loewdin_sub_half hs c hc i, abs_mul, abs_of_pos hw] at hL
  rw [le_div_iff₀ (by positivity)]
  linarith
```

The last theorem states that f is normalised and that its Mulliken population on function 0 reaches the upper limit. Its proof does not pass through Rf = (1, 0) but inserts the coefficients directly. With x = 1/u and y = 1/v, the facts `hx` and `hy` are x²(1+s) = 1 and y²(1−s) = 1, and

m₀ = [x²(1+s) + y²(1−s) + 2xy]/4 = 1/2 + xy/2,

where xy = 1/√(1−s²).

```lean
/-- The first symmetrically orthogonalised function is normalised, and its Mulliken
population on the first basis function attains the upper limit of the range. -/
theorem mulliken_range_attained {s : ℝ} (hs : |s| < 1) :
    orthogonalisedFunction s ⬝ᵥ overlap s *ᵥ orthogonalisedFunction s = 1 ∧
      mulliken s (orthogonalisedFunction s) 0 = 1 / 2 + 1 / (2 * √(1 - s ^ 2)) := by
  have hp : 0 < 1 + s := by linarith [(abs_lt.1 hs).1]
  have hm : 0 < 1 - s := by linarith [(abs_lt.1 hs).2]
  have hx : (√(1 + s))⁻¹ ^ 2 * (1 + s) = 1 := by
    rw [inv_pow, Real.sq_sqrt hp.le, inv_mul_cancel₀ hp.ne']
  have hy : (√(1 - s))⁻¹ ^ 2 * (1 - s) = 1 := by
    rw [inv_pow, Real.sq_sqrt hm.le, inv_mul_cancel₀ hm.ne']
  rw [sqrt_one_sub_sq hs]
  constructor
  · simp [orthogonalisedFunction, overlap, Matrix.mulVec, dotProduct, Fin.sum_univ_two]
    linear_combination (hx + hy) / 2
  · simp [mulliken, orthogonalisedFunction, overlap, Matrix.mulVec, dotProduct,
      Fin.sum_univ_two]
    linear_combination (hx + hy) / 4

end

end MullikenLoewdinTwoFunctions
```

```lean
#print axioms MullikenLoewdinTwoFunctions.loewdin_sub_half
#print axioms MullikenLoewdinTwoFunctions.density_loewdin_sub_half
#print axioms MullikenLoewdinTwoFunctions.mulliken_range
#print axioms MullikenLoewdinTwoFunctions.mulliken_range_attained
```

```
'MullikenLoewdinTwoFunctions.loewdin_sub_half' depends on axioms: [propext, Classical.choice, Quot.sound]
'MullikenLoewdinTwoFunctions.density_loewdin_sub_half' depends on axioms: [propext, Classical.choice, Quot.sound]
'MullikenLoewdinTwoFunctions.mulliken_range' depends on axioms: [propext, Classical.choice, Quot.sound]
'MullikenLoewdinTwoFunctions.mulliken_range_attained' depends on axioms: [propext, Classical.choice, Quot.sound]
```
